# A pointwise lower bound on the inverse-square density of a regularised power function

The theorem `profile_density` concerns the function φ(r) = (r + ε)^(−(n+1)/2), where ε > 0 keeps it finite at r = 0. It states that r^n φ(r)² is at least 1/(r + ε) − nε/(r + ε)² for every r ≥ 0 and every natural number n. In n + 3 spatial dimensions, and for r > 0, r^n φ² is the density φ²/r² of an inverse-square potential multiplied by the radial volume weight r^(n+2). The function φ is not normalised, and the bound holds point by point, with no integral taken. The proof applies Bernoulli's inequality to (1 − ε/(r + ε))^n, which equals (r/(r + ε))^n, and then divides by r + ε.

In Lean, a first try:

```lean
import Mathlib

open Set MeasureTheory

namespace RadialHardyHigherDim

noncomputable section

/-- The regularised power `(r + ε)^(-(n+1)/2)`. -/
def profile (n : ℕ) (ε r : ℝ) : ℝ :=
  Real.exp (-(((n : ℝ) + 1) / 2) * Real.log (r + ε))

/-- The square of the regularised power is `1/(r + ε)^(n+1)`. -/
theorem profile_sq (n : ℕ) {ε r : ℝ} (h : 0 < r + ε) :
    profile n ε r ^ 2 = 1 / (r + ε) ^ (n + 1) := by
  have hp : (r + ε) ^ (n + 1) = Real.exp (((n : ℝ) + 1) * Real.log (r + ε)) := by
    have := Real.exp_nat_mul (Real.log (r + ε)) (n + 1)
    rw [Real.exp_log h] at this
    push_cast at this
    exact this.symm
  rw [eq_div_iff (by positivity), hp, profile, sq, ← Real.exp_add, ← Real.exp_add,
    Real.exp_eq_one_iff]
  ring

/-- A lower bound on the inverse-square density of the regularised power. -/
theorem profile_density (n : ℕ) {ε r : ℝ} (hε : 0 < ε) (hr : 0 ≤ r) :
    1 / (r + ε) - n * ε / (r + ε) ^ 2 ≤ r ^ n * profile n ε r ^ 2 := by
  have hs : 0 < r + ε := by linarith
  have hq : ε / (r + ε) ≤ 1 := by rw [div_le_one hs]; linarith
  have hb := one_add_mul_le_pow (show (-2 : ℝ) ≤ -(ε / (r + ε)) by linarith) n
  have he : 1 + -(ε / (r + ε)) = r / (r + ε) := by field_simp <;> ring
  rw [he] at hb
  rw [profile_sq n hs]
  calc 1 / (r + ε) - n * ε / (r + ε) ^ 2
      = (1 + n * -(ε / (r + ε))) / (r + ε) := by ring
    _ ≤ (r / (r + ε)) ^ n / (r + ε) := div_le_div_of_nonneg_right hb hs.le
    _ = r ^ n * (1 / (r + ε) ^ (n + 1)) := by
      rw [div_pow, pow_succ, div_div, mul_one_div]

end

end RadialHardyHigherDim
```

Messages:

```
Try this:
  [apply] ring_nf
  
  The `ring` tactic failed to close the goal. Use `ring_nf` to obtain a normal form.
    
  Note that `ring` works primarily in *commutative* rings. If you have a noncommutative ring, abelian group or module, consider using `noncomm_ring`, `abel` or `module` instead.
Main.lean:35:46: error: unsolved goals
n : ℕ
ε r : ℝ
hε : 0 < ε
hr : 0 ≤ r
hs : 0 < r + ε
hq : ε / (r + ε) ≤ 1
hb : 1 + ↑n * -(ε / (r + ε)) ≤ (r / (r + ε)) ^ n
he : 1 + -(ε / (r + ε)) = r / (r + ε)
⊢ -(ε * ↑n * (r * ε * 2 + r ^ 2 + ε ^ 2)⁻¹) + (r + ε)⁻¹ = -(ε * (r + ε)⁻¹ ^ 2 * ↑n) + (r + ε)⁻¹
```

The change, after which it compiles:

```diff
@@ -29,9 +29,13 @@
   have hq : ε / (r + ε) ≤ 1 := by rw [div_le_one hs]; linarith
   have hb := one_add_mul_le_pow (show (-2 : ℝ) ≤ -(ε / (r + ε)) by linarith) n
-  have he : 1 + -(ε / (r + ε)) = r / (r + ε) := by field_simp <;> ring
+  have he : 1 + -(ε / (r + ε)) = r / (r + ε) := by
+    field_simp
+    ring
   rw [he] at hb
   rw [profile_sq n hs]
   calc 1 / (r + ε) - n * ε / (r + ε) ^ 2
-      = (1 + n * -(ε / (r + ε))) / (r + ε) := by ring
+      = (1 + n * -(ε / (r + ε))) / (r + ε) := by
+        generalize r + ε = s
+        ring
     _ ≤ (r / (r + ε)) ^ n / (r + ε) := div_le_div_of_nonneg_right hb hs.le
     _ = r ^ n * (1 / (r + ε) ^ (n + 1)) := by
```

The error is in the first step of the `calc` block, which only rewrites the lower bound as a single fraction. The equation is true, but `ring` fails to prove it. The "Try this" message reports that failure and suggests `ring_nf`, and the error shows the goal left unsolved.

In that goal, the left side contains the inverse of `r * ε * 2 + r ^ 2 + ε ^ 2`, because `ring` has multiplied out `(r + ε) ^ 2` under the inverse. The right side contains `(r + ε)⁻¹ ^ 2`, which comes from dividing by `r + ε` twice. These are equal, but `ring` does not factor the expanded sum, so it treats the two inverses as unrelated.

The repair first runs `generalize r + ε = s`, which replaces the sum in the goal by a single variable. There is then nothing to expand, both sides are written in powers of `s⁻¹`, and `ring` closes the goal.

The other change, putting `field_simp` and `ring` on separate lines in the proof of `he`, is mere tidying.
